# The loop hafnian as a sum over subsets of means times hafnians

A laser field added to squeezed light gives a bosonic Gaussian state whose fields have nonzero means. Its correlators contain both contractions of field pairs and single fields replaced by their means. How are they built from the correlators of the same state with the means removed?

Write each field as $\phi_i=\mu_i+\delta\phi_i$, with $\mu_i$ its mean, and expand the product. Every subset $S$ of positions contributes its means, times the centred correlator of the remaining fields. The result below is this expansion for correlators defined by Wick recursions. That the expectation values of a physical Gaussian state obey these recursions is the step from the model to the laboratory, and it is taken as given.

Field labels come from a type `α`, and values lie in a commutative ring `R`, which is $\mathbb C$ in the physical case.

In Lean 4 with Mathlib:

```lean
import Mathlib

open Finset

namespace LoopHafnian

variable {α R : Type*} [CommRing R]
```

## Correlators with and without a mean

Let $c(x,y)$ be the contraction, physically $\langle xy\rangle-\langle x\rangle\langle y\rangle$ with $x$ standing to the left. It need not be symmetric, so ordered products of non-commuting bosonic operators fit. For a list $L$, let $L_j$ be the field at position $j$, counted from zero, and $L\setminus j$ the list without that position. The centred correlator is the hafnian,
$$\mathrm{haf}([\,])=1,\qquad \mathrm{haf}(x::L)=\sum_j c(x,L_j)\,\mathrm{haf}(L\setminus j),$$
where $x::L$ is $L$ with $x$ put in front. A single field leaves an empty sum, hence zero, and by the recursion every list of odd length then has hafnian zero.

```lean
/-- The hafnian of a list of fields: the first field is contracted with each later one in turn,
and the two are removed. -/
def hafnian (c : α → α → R) : List α → R
  | [] => 1
  | x :: L => ∑ j : Fin L.length, c x (L.get j) * hafnian c (L.eraseIdx j)
termination_by L => L.length
decreasing_by
  simp only [List.length_eraseIdx, List.length_cons]
  split <;> omega
```

With a mean $\mu$, the first field may also be replaced by its mean:
$$\mathrm{lhaf}_\mu(x::L)=\mu(x)\,\mathrm{lhaf}_\mu(L)+\sum_j c(x,L_j)\,\mathrm{lhaf}_\mu(L\setminus j),\qquad \mathrm{lhaf}_\mu([\,])=1.$$
The textbook loop hafnian takes a symmetric matrix whose diagonal holds the loop weights. Here those weights are the separate function `μ`, while $c(x,x)$ contracts two occurrences of the same label: $\mathrm{lhaf}_\mu([x,x])=\mu(x)^2+c(x,x)$.

```lean
/-- The loop hafnian: the first field is either replaced by its mean `μ` or contracted with
a later field. -/
def loopHafnian (μ : α → R) (c : α → α → R) : List α → R
  | [] => 1
  | x :: L => μ x * loopHafnian μ c L +
      ∑ j : Fin L.length, c x (L.get j) * loopHafnian μ c (L.eraseIdx j)
termination_by L => L.length
decreasing_by
  all_goals simp only [List.length_eraseIdx, List.length_cons]
  all_goals first | omega | (split <;> omega)
```

## Shifting the fields

Subsets are subsets of positions, of type `Finset (Fin L.length)`, so repeated labels are counted separately. Write $L|_S$ for the sublist at the positions in $S$, in its original order.

```lean
/-- The fields of `L` at the positions in `S`, in their original order. -/
def keep (L : List α) (S : Finset (Fin L.length)) : List α :=
  ((List.finRange L.length).filter (fun i => decide (i ∈ S))).map L.get
```

Shifting every field by $\mu$ turns a family of correlators $g$ into
$$(D_\mu g)(L)=\sum_S\Big(\prod_{i\in S}\mu(L_i)\Big)\,g(L|_{S^c}),$$
with $S^c$ the complement of $S$.

```lean
/-- Shifting every field by its mean `μ` in the correlators `g`: each subset of positions
contributes its means, times the correlator of the remaining fields. -/
def displace (μ : α → R) (g : List α → R) (L : List α) : R :=
  ∑ S : Finset (Fin L.length), (∏ i ∈ S, μ (L.get i)) * g (keep L (Sᶜ))
```

The choice of a contraction partner is also a sum, $P_L f=\sum_j f(L_j,L\setminus j)$.

```lean
/-- The sum of `f z M` over all positions of `L`, where `z` is the field picked out at that position
and `M` is the list left behind. -/
def sumPick (L : List α) (f : α → List α → R) : R :=
  ∑ j : Fin L.length, f (L.get j) (L.eraseIdx j)
```

## Splitting off the first field

Let $T$ be the part of $S$ in the tail, renumbered from zero. Then $(y::L)|_S$ is $y::L|_T$ if $0\in S$, and $L|_T$ otherwise. The hypothesis `h` expresses the renumbering.

```lean
/-- Restricting a list with first field `y` to `S` keeps `y` exactly when the first position
is in `S`; `T` is the part of `S` that lies in the tail. -/
theorem keep_cons (y : α) (L : List α) (S : Finset (Fin (L.length + 1)))
    (T : Finset (Fin L.length)) (h : ∀ i : Fin L.length, i.succ ∈ S ↔ i ∈ T) :
    keep (y :: L) S = if 0 ∈ S then y :: keep L T else keep L T := by
  have hf : ((fun i : Fin (L.length + 1) => decide (i ∈ S)) ∘ Fin.succ) =
      fun i => decide (i ∈ T) := funext fun i => decide_eq_decide.mpr (h i)
  change ((List.finRange (L.length + 1)).filter (fun i => decide (i ∈ S))).map
    (y :: L).get = _
  rw [List.finRange_succ, List.filter_cons, List.filter_map, hf]
  by_cases h0 : 0 ∈ S
  · simp only [h0, decide_true, ↓reduceIte, List.map_cons, List.map_map]
    rfl
  · simp only [h0, decide_false, Bool.false_eq_true, ↓reduceIte, List.map_map]
    rfl
```

Correspondingly, with $T+1$ denoting $T$ moved up by one position,
$$\sum_{S}f(S)=\sum_T f(\{0\}\cup(T+1))+\sum_T f(T+1).$$
The proof matches the subsets of the later positions with the sets $T$, then uses Mathlib's rule for a powerset after insertion of one element.

```lean
/-- A sum over subsets of `n + 1` positions splits into the subsets with and
without the first position. -/
theorem sum_subsets_succ {n : ℕ} (f : Finset (Fin (n + 1)) → R) :
    ∑ S, f S = ∑ T : Finset (Fin n), f (insert 0 (T.map (Fin.succEmb n))) +
      ∑ T : Finset (Fin n), f (T.map (Fin.succEmb n)) := by
  have key : ∀ g : Finset (Fin (n + 1)) → R,
      ∑ S ∈ (univ.map (Fin.succEmb n)).powerset, g S =
        ∑ T : Finset (Fin n), g (T.map (Fin.succEmb n)) := by
    intro g
    symm
    refine Finset.sum_bij (fun T _ => T.map (Fin.succEmb n)) ?_ ?_ ?_ ?_
    · intro T _
      exact mem_powerset.2 (map_subset_map.2 (subset_univ T))
    · intro T _ U _ h
      exact map_injective _ h
    · intro S hS
      obtain ⟨u, _, rfl⟩ := subset_map_iff.1 (mem_powerset.1 hS)
      exact ⟨u, mem_univ _, rfl⟩
    · intro T _
      rfl
  have hu : (univ : Finset (Fin (n + 1))) = insert 0 (univ.map (Fin.succEmb n)) := by
    ext i
    refine Fin.cases ?_ (fun k => ?_) i <;> simp
  rw [← Finset.powerset_univ, hu, Finset.sum_powerset_insert (by simp [Fin.succ_ne_zero])]
  exact (congrArg₂ (· + ·) (key f) (key fun S => f (insert 0 S))).trans (add_comm _ _)
```

An empty list has one subset, with empty product 1, so $(D_\mu g)([\,])=g([\,])$.

```lean
/-- With no fields present, a displacement changes nothing. -/
theorem displace_nil (μ : α → R) (g : List α → R) : displace μ g [] = g [] := by
  have h := Fintype.sum_eq_single (f := fun S : Finset (Fin 0) =>
    (∏ i ∈ S, μ (([] : List α).get i)) * g (keep [] (Sᶜ))) ∅
    (fun S hS => absurd (Finset.eq_empty_of_isEmpty S) hS)
  refine Eq.trans h ?_
  exact (congrArg (· * g []) Finset.prod_empty).trans (one_mul _)
```

For a nonempty list, subsets containing position 0 give a factor $\mu(y)$ and remove $y$ from the correlator; the others leave it there. Therefore
$$(D_\mu g)(y::L)=\mu(y)\,(D_\mu g)(L)+\big(D_\mu\,g(y::\cdot)\big)(L).$$
The two bullets of the proof are these two cases.

```lean
/-- Under a displacement the first field contributes either its mean or itself. -/
theorem displace_cons (μ : α → R) (g : List α → R) (y : α) (L : List α) :
    displace μ g (y :: L) = μ y * displace μ g L + displace μ (fun M => g (y :: M)) L := by
  have h := sum_subsets_succ (n := L.length) (fun S : Finset (Fin (L.length + 1)) =>
    (∏ i ∈ S, μ ((y :: L).get i)) * g (keep (y :: L) (Sᶜ)))
  refine Eq.trans h ?_
  unfold displace
  rw [Finset.mul_sum]
  congr 1
  · -- the first position is replaced by its mean
    refine Finset.sum_congr rfl fun T _ => ?_
    have hk := keep_cons y L ((insert 0 (T.map (Fin.succEmb L.length)))ᶜ) (Tᶜ)
      (by intro i; simp [Fin.succ_ne_zero])
    rw [if_neg (by simp)] at hk
    have hp : ∏ i ∈ insert (0 : Fin (L.length + 1)) (T.map (Fin.succEmb L.length)),
        μ ((y :: L).get i) = μ y * ∏ i ∈ T, μ (L.get i) := by
      rw [Finset.prod_insert (by simp [Fin.succ_ne_zero]), Finset.prod_map]
      rfl
    exact (congrArg₂ (fun a l => a * g l) hp hk).trans (mul_assoc _ _ _)
  · -- the first position stays in the correlator
    refine Finset.sum_congr rfl fun T _ => ?_
    have hk := keep_cons y L ((T.map (Fin.succEmb L.length))ᶜ) (Tᶜ) (by intro i; simp)
    rw [if_pos (by simp [Fin.succ_ne_zero])] at hk
    have hp : ∏ i ∈ T.map (Fin.succEmb L.length), μ ((y :: L).get i) =
        ∏ i ∈ T, μ (L.get i) := by
      rw [Finset.prod_map]
      rfl
    exact congrArg₂ (fun a l => a * g l) hp hk
```

A picked field is likewise either the first or a later one:
$$P_{y::L}f=f(y,L)+P_L\big[(z,M)\mapsto f(z,y::M)\big].$$

```lean
/-- The field picked out of a list is either the first one or one of the later ones. -/
theorem sumPick_cons (y : α) (L : List α) (f : α → List α → R) :
    sumPick (y :: L) f = f y L + sumPick L (fun z M => f z (y :: M)) :=
  Fin.sum_univ_succ (n := L.length)
    (fun j => f ((y :: L).get j) ((y :: L).eraseIdx j))
```

## Shifting commutes with choosing a partner

Write $f_z=f(z,\cdot)$. The claim is
$$D_\mu(M\mapsto P_Mf)(L)=P_L\big[(z,M)\mapsto (D_\mu f_z)(M)\big].$$
Both sides vanish for the empty list. For $y::L$, the two splitting rules turn the left side into
$$\mu(y)\,D_\mu(M\mapsto P_Mf)(L)+(D_\mu f_y)(L)+D_\mu\big(M\mapsto P_M[(z,N)\mapsto f_z(y::N)]\big)(L).$$
The induction hypothesis, available for every $f$, moves $D_\mu$ inside $P$ in the first and third terms. The right side expands to
$$(D_\mu f_y)(L)+P_L\big[(z,M)\mapsto\mu(y)(D_\mu f_z)(M)+(D_\mu f_z(y::\cdot))(M)\big],$$
which is the same sum. In the code `hD` and `hP` supply linearity, and `ring` reorders the terms.

```lean
/-- Displacing the fields and picking out a contraction partner can be done in either order. -/
theorem displace_sumPick (μ : α → R) (f : α → List α → R) (L : List α) :
    displace μ (fun M => sumPick M f) L = sumPick L (fun z M => displace μ (f z) M) := by
  have hD : ∀ (g h : List α → R) (L : List α),
      displace μ (fun M => g M + h M) L = displace μ g L + displace μ h L := by
    intro g h L
    simp only [displace, mul_add, Finset.sum_add_distrib]
  have hP : ∀ (a : R) (g h : α → List α → R) (L : List α),
      sumPick L (fun z M => a * g z M + h z M) = a * sumPick L g + sumPick L h := by
    intro a g h L
    simp only [sumPick, Finset.sum_add_distrib, Finset.mul_sum]
  induction L generalizing f with
  | nil =>
    rw [displace_nil]
    unfold sumPick
    exact Finset.sum_congr rfl fun i _ => i.elim0
  | cons y L ih =>
    simp only [sumPick_cons, displace_cons, hD, hP, ih]
    ring
```

## Means add under a shift

Now $D_\mu\,\mathrm{lhaf}_\nu=\mathrm{lhaf}_{\mu+\nu}$ follows by strong induction on length. The empty list gives 1 on both sides. Otherwise, split off $x$, insert the recursion for $\mathrm{lhaf}_\nu$, and exchange $D_\mu$ with the partner sum:
$$(D_\mu\mathrm{lhaf}_\nu)(x::L)=(\mu(x)+\nu(x))(D_\mu\mathrm{lhaf}_\nu)(L)+\sum_j c(x,L_j)(D_\mu\mathrm{lhaf}_\nu)(L\setminus j).$$
The lists on the right are shorter, so the induction hypothesis replaces each $D_\mu\mathrm{lhaf}_\nu$ by $\mathrm{lhaf}_{\mu+\nu}$, and the recursion for mean $\mu+\nu$ appears. Strong induction is used because $L\setminus j$ is two fields shorter than $x::L$, so a hypothesis for the preceding length alone would not cover it. In the code, `hL` treats the mean term and `hP` the contracted pairs.

```lean
/-- Displacing Gaussian correlators of mean `ν` by `μ` gives the Gaussian correlators of
mean `μ + ν` with the same contraction. -/
theorem displace_loopHafnian (μ ν : α → R) (c : α → α → R) (L : List α) :
    displace μ (loopHafnian ν c) L = loopHafnian (μ + ν) c L := by
  induction hn : L.length using Nat.strong_induction_on generalizing L with
  | _ n ih =>
    cases L with
    | nil => simp only [displace_nil, loopHafnian]
    | cons x L =>
      have hrec : (fun M => loopHafnian ν c (x :: M)) = fun M => ν x * loopHafnian ν c M +
          sumPick M (fun y N => c x y * loopHafnian ν c N) := by
        funext M
        rw [loopHafnian]
        rfl
      have hlin : ∀ (a : R) (g h : List α → R) (M : List α),
          displace μ (fun N => a * g N + h N) M = a * displace μ g M + displace μ h M := by
        intro a g h M
        simp only [displace, mul_add, Finset.sum_add_distrib, Finset.mul_sum]
        congr 1
        exact Finset.sum_congr rfl fun S _ => by ring
      have hL := ih L.length (by rw [← hn, List.length_cons]; omega) L rfl
      -- the induction hypothesis applies once a contracted pair is removed
      have hP : sumPick L (fun z M => displace μ (fun N => c x z * loopHafnian ν c N) M) =
          ∑ j : Fin L.length, c x (L.get j) * loopHafnian (μ + ν) c (L.eraseIdx j) := by
        unfold sumPick
        refine Finset.sum_congr rfl fun j _ => ?_
        have hj := ih (L.eraseIdx j).length
          (by rw [← hn, List.length_eraseIdx, List.length_cons]; split <;> omega)
          (L.eraseIdx j) rfl
        rw [← hj]
        simp only [displace, Finset.mul_sum]
        exact Finset.sum_congr rfl fun S _ => by ring
      rw [displace_cons, hrec, hlin, displace_sumPick, hP, hL, loopHafnian, Pi.add_apply]
      ring
```

## The subset formula

At zero mean the extra term in the recursion vanishes at every length, so $\mathrm{lhaf}_0=\mathrm{haf}$.

```lean
/-- For vanishing mean the loop hafnian is the hafnian. -/
theorem loopHafnian_zero (c : α → α → R) (L : List α) :
    loopHafnian (0 : α → R) c L = hafnian c L := by
  induction hn : L.length using Nat.strong_induction_on generalizing L with
  | _ n ih =>
    cases L with
    | nil => rw [loopHafnian, hafnian]
    | cons x L =>
      rw [loopHafnian, hafnian, Pi.zero_apply, zero_mul, zero_add]
      refine Finset.sum_congr rfl fun j _ => ?_
      rw [ih (L.eraseIdx j).length
        (by rw [← hn, List.length_eraseIdx, List.length_cons]; split <;> omega)
        (L.eraseIdx j) rfl]
```

Setting $\nu=0$ in the shift law gives
$$\mathrm{lhaf}_\mu(L)=\sum_S\Big(\prod_{i\in S}\mu(L_i)\Big)\,\mathrm{haf}(L|_{S^c}).$$
It holds for every finite list and all functions $\mu$ and $c$. The formula concerns bosonic fields, without the signs of fermionic exchange. In quantum optics, the photon-number probabilities of a displaced Gaussian state are also loop hafnians, up to prefactors, but their pair and loop weights are computed from the covariances and means and in general differ from $c$ and $\mu$.

```lean
/-- The loop hafnian is the sum over all subsets of positions of the product of the means
there times the hafnian of the remaining fields. -/
theorem loopHafnian_eq_sum (μ : α → R) (c : α → α → R) (L : List α) :
    loopHafnian μ c L = ∑ S : Finset (Fin L.length),
      (∏ i ∈ S, μ (L.get i)) * hafnian c (keep L (Sᶜ)) := by
  have h := displace_loopHafnian μ 0 c L
  rw [add_zero μ, show loopHafnian (0 : α → R) c = hafnian c from
    funext (loopHafnian_zero c)] at h
  exact h.symm
```

Take three fields with means $2,1,3$ and contractions $c_{01}=1$, $c_{02}=4$, $c_{12}=5$. The recursion gives
$$2\,(1\cdot3+5)+1\cdot3+4\cdot1=23.$$
In the subset formula only subsets of one or three positions survive, since the others leave an odd number of fields:
$$2\cdot5+1\cdot4+3\cdot1+2\cdot1\cdot3=23.$$

## Removing the mean again

Shifting $\mathrm{lhaf}_\mu$ by $-\mu$ brings the mean back to zero:
$$\mathrm{haf}(L)=\sum_S\Big(\prod_{i\in S}(-\mu(L_i))\Big)\,\mathrm{lhaf}_\mu(L|_{S^c}).$$
For the three fields above, the subsets of size 0, 1, 2 and 3 contribute $23-35+18-6=0$, the hafnian of an odd list.

```lean
/-- Conversely, the hafnian is recovered from loop hafnians by subtracting the mean
from every field. -/
theorem hafnian_eq_sum (μ : α → R) (c : α → α → R) (L : List α) :
    hafnian c L = ∑ S : Finset (Fin L.length),
      (∏ i ∈ S, -μ (L.get i)) * loopHafnian μ c (keep L (Sᶜ)) := by
  have h := displace_loopHafnian (-μ) μ c L
  rw [neg_add_cancel, loopHafnian_zero] at h
  exact h.symm

end LoopHafnian
```

```lean
#print axioms LoopHafnian.loopHafnian_eq_sum
#print axioms LoopHafnian.hafnian_eq_sum
```

```
'LoopHafnian.loopHafnian_eq_sum' depends on axioms: [propext, Classical.choice, Quot.sound]
'LoopHafnian.hafnian_eq_sum' depends on axioms: [propext, Classical.choice, Quot.sound]
```
